# The oscillator strengths from the ground state of a particle in a box sum to one

## The transition from level 1 to level 2

A particle of mass $m$ sits in the ground state of a box $0\le x\le L$ with hard walls. Level $n$ has wave function $\psi_n(x)=\sqrt{2/L}\,\sin(n\pi x/L)$ and energy $E_n=\hbar^2\pi^2n^2/(2mL^2)$. For the transition to level 2,

$$E_2-E_1=\frac{3\hbar^2\pi^2}{2mL^2},\qquad x_{21}=\int_0^L\psi_2\,x\,\psi_1\,dx=-\frac{16L}{9\pi^2}.$$

The oscillator strength is

$$f_2=\frac{2m}{\hbar^2}(E_2-E_1)\,x_{21}^2=\frac{256}{27\pi^2}=\frac{64}{\pi^2}\cdot\frac{4}{27}\approx 0.9607 .$$

Mass, length and $\hbar$ have cancelled. Now split the rational factor as $\frac{4}{27}=\frac18\cdot1+\frac{5}{216}$. The corresponding factor for level 4 is $\frac18\cdot\frac19-\frac{5}{216}$ plus a further remainder, which level 6 cancels in turn. What survives is one eighth of $1+\frac19+\frac1{25}+\cdots$, a series with a known sum.

## The sum rule for this box

For a general level, let $x_{n1}=\int_0^L\psi_n\,x\,\psi_1\,dx$ and $f_n=\frac{2m}{\hbar^2}(E_n-E_1)x_{n1}^2$. Three statements are proved:

- `thomas_reiche_kuhn`: $\sum_{n\ge1}f_n=1$.
- `first_transition_dominates`: $f_2>0.96$.
- `higher_transitions`: $\sum_{n\ge3}f_n=1-f_2<0.04$.

The Thomas-Reiche-Kuhn rule is usually derived from the commutator of position and momentum, for any bound state and any local potential. Here it is obtained for one initial state in one potential, by summing the series explicitly.

In electronic structure the rule serves as a check on computed absorption spectra; the present case is a single particle in one dimension, with no interactions.

## How the Lean definitions match the physics

`boxState`, `boxEnergy`, `dipole` and `oscillatorStrength` are $\psi_n$, $E_n$, $x_{n1}$ and $f_n$. The dipole element is defined as an integral, so the closed formula for $f_n$ is a theorem.

The hypotheses are `ħ ≠ 0`, `m ≠ 0` and `0 < L`, which include all physical values. Levels are natural numbers. Since these start at 0, the sum rule is written with `oscillatorStrength ħ m L (n + 1)`, and the tail from level 3 with `n + 3`. `HasSum` says that the series converges, independently of the order of its terms, to the stated value.

The wave functions and energies enter as definitions. That they solve the Schrödinger equation, are normalised and form a complete set is standard knowledge which the theorems neither state nor use.

## From the dipole integral to the strengths

The product formula for sines gives

$$\psi_n\,x\,\psi_1=\frac1L\left[x\cos\frac{(n-1)\pi x}{L}-x\cos\frac{(n+1)\pi x}{L}\right].$$

For $c\ne0$, integration by parts gives

$$\int_0^L x\cos(cx)\,dx=\frac{L\sin(cL)}{c}+\frac{\cos(cL)-1}{c^2}.$$

Take $n\neq1$ and $c=(n\mp1)\pi/L$. The sines vanish at $x=L$, and both cosines equal $-(-1)^n$. Therefore

$$x_{n1}=-\frac{L\,(1+(-1)^n)}{\pi^2}\left[\frac1{(n-1)^2}-\frac1{(n+1)^2}\right]=-\frac{4nL\,(1+(-1)^n)}{\pi^2(n^2-1)^2}.$$

For odd $n\ne1$ this is zero. For $n=1$ the dipole element is not zero, but the energy difference is, so $f_1=0$. For even $n$,

$$f_n=\frac{2m}{\hbar^2}\cdot\frac{\hbar^2\pi^2(n^2-1)}{2mL^2}\cdot\frac{64n^2L^2}{\pi^4(n^2-1)^4}=\frac{64\,n^2}{\pi^2(n^2-1)^3}.$$

## Summing over the even levels

Put $u=1/(n-1)$ and $v=1/(n+1)$. Then $uv=(u-v)/2$ and $n\,uv=(u+v)/2$, so

$$\frac{n^2}{(n^2-1)^3}=n^2u^3v^3=\frac{(u-v)(u+v)^2}{8}=\frac{u^3-v^3+u^2v-uv^2}{8}.$$

Using $uv=(u-v)/2$ repeatedly, $u^2v-uv^2=\frac{u^2+v^2}{2}-\frac{u-v}{2}$. With $g(t)=\frac{t^3}{8}-\frac{t^2}{16}-\frac{t}{16}$ this becomes

$$\frac{n^2}{(n^2-1)^3}=\frac{u^2}{8}+g(u)-g(v).$$

Write the even levels as $n=2k+2$ with $k\ge0$, and let $t_k=1/(2k+1)$. Then $u=t_k$ and $v=t_{k+1}$, so the differences of $g$ telescope:

$$\sum_{k=0}^{N-1}\frac{(2k+2)^2}{((2k+2)^2-1)^3}=\frac18\sum_{k=0}^{N-1}t_k^2+g(1)-g(t_N).$$

Here $g(1)=\frac18-\frac1{16}-\frac1{16}=0$, and $g(t_N)\to g(0)=0$. The Basel sum is $\sum_{j\ge1}1/j^2=\pi^2/6$, and its even terms contribute a quarter of it, $\pi^2/24$. The odd terms therefore give $\sum_k t_k^2=\pi^2/8$. The series over even levels equals $\pi^2/64$, and multiplication by $64/\pi^2$ gives 1.

Finally, $\pi<3.1416$ gives $f_2=256/(27\pi^2)>0.96$. Removing $f_1=0$ and $f_2$ from the total leaves $1-f_2<0.04$ for all higher levels together.

## The complete Lean development

```lean
import Mathlib

open Real Filter Topology

namespace BoxSumRule

noncomputable section

/-- The function `√(2 / L) * sin (n * π * x / L)`, used for `0 < L` and `1 ≤ n` as the wave function
of level `n` in a box of length `L`. -/
def boxState (L : ℝ) (n : ℕ) (x : ℝ) : ℝ := √(2 / L) * Real.sin (n * π * x / L)

/-- The energy of level `n` for a particle of mass `m` in a box of length `L`. -/
def boxEnergy (ħ m L : ℝ) (n : ℕ) : ℝ := ħ ^ 2 * π ^ 2 * (n : ℝ) ^ 2 / (2 * m * L ^ 2)

/-- The position matrix element between level `n` and the ground state. -/
def dipole (L : ℝ) (n : ℕ) : ℝ := ∫ x in (0 : ℝ)..L, boxState L n x * x * boxState L 1 x

/-- The oscillator strength of the transition from the ground state to level `n`. -/
def oscillatorStrength (ħ m L : ℝ) (n : ℕ) : ℝ :=
  2 * m / ħ ^ 2 * (boxEnergy ħ m L n - boxEnergy ħ m L 1) * dipole L n ^ 2

/-- The cubic polynomial whose differences appear in the partial-fraction expansion. -/
def telescoping (t : ℝ) : ℝ := t ^ 3 / 8 - t ^ 2 / 16 - t / 16

/-- The integral of position times a cosine wave of nonzero wave number over the box. -/
theorem integral_x_cos {c : ℝ} (hc : c ≠ 0) (L : ℝ) :
    ∫ x in (0 : ℝ)..L, x * Real.cos (c * x) =
      L * Real.sin (c * L) / c + (Real.cos (c * L) - 1) / c ^ 2 := by
  have h : ∀ x ∈ Set.uIcc 0 L, HasDerivAt
      (fun y : ℝ => y * Real.sin (c * y) / c + Real.cos (c * y) / c ^ 2)
      (x * Real.cos (c * x)) x := by
    intro x _
    have hl : HasDerivAt (fun y : ℝ => c * y) c x := by
      simpa using (hasDerivAt_id' x).const_mul c
    have h1 := (((hasDerivAt_id' x).fun_mul hl.sin).div_const c).fun_add
      (hl.cos.div_const (c ^ 2))
    refine h1.congr_deriv ?_
    field_simp
    ring
  rw [intervalIntegral.integral_eq_sub_of_hasDerivAt h
    (by apply Continuous.intervalIntegrable; fun_prop)]
  simp only [mul_zero, zero_mul, Real.cos_zero, zero_div, zero_add]
  ring

/-- The dipole matrix element between the ground state and any other level `n`. -/
theorem dipole_eq {L : ℝ} (hL : 0 < L) {n : ℕ} (hn : n ≠ 1) :
    dipole L n = -(4 * n * L * (1 + (-1) ^ n)) / (π ^ 2 * ((n : ℝ) ^ 2 - 1) ^ 2) := by
  have hL' := hL.ne'
  have hp := Real.pi_ne_zero
  have h1 : (n : ℝ) - 1 ≠ 0 := sub_ne_zero.mpr (by exact_mod_cast hn)
  have h2 : (n : ℝ) + 1 ≠ 0 := by positivity
  -- the product of two sines is a difference of cosines
  have e : ∀ x, boxState L n x * x * boxState L 1 x = (1 / L) *
      (x * Real.cos (((n : ℝ) - 1) * π / L * x) -
        x * Real.cos (((n : ℝ) + 1) * π / L * x)) := by
    intro x
    have hs : √(2 / L) * √(2 / L) = 2 / L := Real.mul_self_sqrt (by positivity)
    have a1 : ((n : ℝ) - 1) * π / L * x = n * π * x / L - π * x / L := by ring
    have a2 : ((n : ℝ) + 1) * π / L * x = n * π * x / L + π * x / L := by ring
    rw [a1, a2, Real.cos_sub, Real.cos_add]
    simp only [boxState, Nat.cast_one, one_mul]
    linear_combination (Real.sin (n * π * x / L) * x * Real.sin (π * x / L)) * hs
  have hi : ∀ c : ℝ, IntervalIntegrable (fun x : ℝ => x * Real.cos (c * x))
      MeasureTheory.volume 0 L := by
    intro c
    apply Continuous.intervalIntegrable
    fun_prop
  have b1 : ((n : ℝ) - 1) * π / L * L = n * π - π := by
    rw [div_mul_cancel₀ _ hL']; ring
  have b2 : ((n : ℝ) + 1) * π / L * L = n * π + π := by
    rw [div_mul_cancel₀ _ hL']; ring
  simp only [dipole, e]
  rw [intervalIntegral.integral_const_mul,
    intervalIntegral.integral_sub (hi (((n : ℝ) - 1) * π / L)) (hi (((n : ℝ) + 1) * π / L)),
    integral_x_cos (div_ne_zero (mul_ne_zero h1 hp) hL'),
    integral_x_cos (div_ne_zero (mul_ne_zero h2 hp) hL'), b1, b2,
    Real.sin_sub_pi, Real.sin_add_pi, Real.cos_sub_pi, Real.cos_add_pi,
    Real.sin_nat_mul_pi, Real.cos_nat_mul_pi,
    show (n : ℝ) ^ 2 - 1 = (n - 1) * (n + 1) by ring]
  simp only [neg_zero, mul_zero, zero_div, zero_add]
  generalize ((-1 : ℝ)) ^ n = s
  field_simp
  ring

/-- Oscillator strengths from the ground state: an explicit rational function of `n` over `π ^ 2`
for even `n`, and zero for odd `n`. -/
theorem oscillatorStrength_eq {ħ m L : ℝ} (hh : ħ ≠ 0) (hm : m ≠ 0) (hL : 0 < L) (n : ℕ) :
    oscillatorStrength ħ m L n =
      if Even n then 64 * (n : ℝ) ^ 2 / (π ^ 2 * ((n : ℝ) ^ 2 - 1) ^ 3) else 0 := by
  by_cases hn : n = 1
  · subst hn
    simp [oscillatorStrength]
  have hL' := hL.ne'
  have hp := Real.pi_ne_zero
  have h3 : (n : ℝ) ^ 2 - 1 ≠ 0 := by
    rw [show (n : ℝ) ^ 2 - 1 = (n - 1) * (n + 1) by ring]
    exact mul_ne_zero (sub_ne_zero.mpr (by exact_mod_cast hn)) (by positivity)
  have hd : boxEnergy ħ m L n - boxEnergy ħ m L 1 =
      ħ ^ 2 * π ^ 2 * ((n : ℝ) ^ 2 - 1) / (2 * m * L ^ 2) := by
    simp only [boxEnergy, Nat.cast_one]
    ring
  rw [oscillatorStrength, dipole_eq hL hn, hd]
  split_ifs with h
  · rw [h.neg_one_pow]
    generalize (n : ℝ) ^ 2 - 1 = d at h3 ⊢
    field_simp
    ring
  · rw [(Nat.not_even_iff_odd.mp h).neg_one_pow]
    simp

/-- Partial fractions: an inverse square plus a difference of telescoping terms. -/
theorem partial_fractions {x : ℝ} (h1 : x - 1 ≠ 0) (h2 : x + 1 ≠ 0) :
    x ^ 2 / (x ^ 2 - 1) ^ 3 = (1 / (x - 1)) ^ 2 / 8 +
      (telescoping (1 / (x - 1)) - telescoping (1 / (x + 1))) := by
  rw [show x ^ 2 - 1 = (x - 1) * (x + 1) by ring]
  unfold telescoping
  field_simp
  ring

/-- The inverse squares of the odd numbers sum to `π ^ 2 / 8`. -/
theorem hasSum_odd_inverse_squares :
    HasSum (fun k : ℕ => (1 / (2 * (k : ℝ) + 1)) ^ 2) (π ^ 2 / 8) := by
  have hz := hasSum_zeta_two
  have he : HasSum (fun k : ℕ => 1 / ((2 * k : ℕ) : ℝ) ^ 2) (π ^ 2 / 24) := by
    have e1 : (fun k : ℕ => 1 / ((2 * k : ℕ) : ℝ) ^ 2) =
        fun k : ℕ => (1 / 4 : ℝ) * (1 / (k : ℝ) ^ 2) := by
      funext k
      push_cast
      ring
    rw [e1, show π ^ 2 / 24 = 1 / 4 * (π ^ 2 / 6) by ring]
    exact hz.mul_left (1 / 4)
  have ho : Summable (fun k : ℕ => 1 / ((2 * k + 1 : ℕ) : ℝ) ^ 2) :=
    hz.summable.comp_injective (i := fun k : ℕ => 2 * k + 1) (fun a b h => by simpa using h)
  -- remove the even terms from the Basel sum
  have hs := (HasSum.even_add_odd (f := fun n : ℕ => 1 / (n : ℝ) ^ 2) he ho.hasSum).unique hz
  have hv : ∑' k : ℕ, 1 / ((2 * k + 1 : ℕ) : ℝ) ^ 2 = π ^ 2 / 8 := by linarith
  have h := ho.hasSum
  rw [hv] at h
  have e : (fun k : ℕ => (1 / (2 * (k : ℝ) + 1)) ^ 2) =
      fun k : ℕ => 1 / ((2 * k + 1 : ℕ) : ℝ) ^ 2 := by
    funext k
    have hk : ((2 * k + 1 : ℕ) : ℝ) = 2 * (k : ℝ) + 1 := by norm_num
    rw [hk, div_pow, one_pow]
  rw [e]
  exact h

/-- The series of `n ^ 2 / (n ^ 2 - 1) ^ 3` over the even levels `n = 2 k + 2`. -/
theorem hasSum_even_levels :
    HasSum (fun k : ℕ => (2 * (k : ℝ) + 2) ^ 2 / ((2 * (k : ℝ) + 2) ^ 2 - 1) ^ 3)
      (π ^ 2 / 64) := by
  obtain ⟨t, ht⟩ : ∃ t : ℕ → ℝ, ∀ k, t k = 1 / (2 * (k : ℝ) + 1) := ⟨_, fun _ => rfl⟩
  have hodd : HasSum (fun k => t k ^ 2) (π ^ 2 / 8) := by
    simpa only [ht] using hasSum_odd_inverse_squares
  have pf : ∀ k : ℕ, (2 * (k : ℝ) + 2) ^ 2 / ((2 * (k : ℝ) + 2) ^ 2 - 1) ^ 3 =
      t k ^ 2 / 8 + (telescoping (t k) - telescoping (t (k + 1))) := by
    intro k
    have a : 2 * (k : ℝ) + 2 - 1 = 2 * k + 1 := by ring
    have b : 2 * (k : ℝ) + 2 + 1 = 2 * ((k + 1 : ℕ) : ℝ) + 1 := by push_cast; ring
    rw [partial_fractions (by rw [a]; positivity) (by positivity), a, b, ht, ht]
  have t0 : Tendsto t atTop (𝓝 0) := by
    refine squeeze_zero (fun k => ?_) (fun k => ?_)
      (tendsto_one_div_add_atTop_nhds_zero_nat (𝕜 := ℝ))
    · rw [ht]; positivity
    · rw [ht]
      have hk : (0 : ℝ) ≤ k := Nat.cast_nonneg k
      exact one_div_le_one_div_of_le (by positivity) (by linarith)
  have hc : Continuous telescoping := by unfold telescoping; fun_prop
  have hp : ∀ N : ℕ, ∑ k ∈ Finset.range N,
      (2 * (k : ℝ) + 2) ^ 2 / ((2 * (k : ℝ) + 2) ^ 2 - 1) ^ 3 =
      ∑ k ∈ Finset.range N, t k ^ 2 / 8 + (telescoping (t 0) - telescoping (t N)) := by
    intro N
    rw [← Finset.sum_range_sub' (fun k => telescoping (t k)) N, ← Finset.sum_add_distrib]
    exact Finset.sum_congr rfl (fun k _ => pf k)
  have hlim := (hodd.div_const 8).tendsto_sum_nat.add
    ((tendsto_const_nhds (x := telescoping (t 0))).sub ((hc.tendsto 0).comp t0))
  have hval : π ^ 2 / 8 / 8 + (telescoping (t 0) - telescoping 0) = π ^ 2 / 64 := by
    simp only [ht, telescoping, Nat.cast_zero]
    ring
  rw [hval] at hlim
  rw [hasSum_iff_tendsto_nat_of_nonneg]
  · exact hlim.congr (fun N => (hp N).symm)
  · intro k
    rw [show (2 * (k : ℝ) + 2) ^ 2 - 1 = (2 * k + 1) * (2 * k + 3) by ring]
    positivity

/-- Thomas-Reiche-Kuhn sum rule for the box ground state: the oscillator strengths to all
levels `1, 2, 3, …` sum to one. -/
theorem thomas_reiche_kuhn {ħ m L : ℝ} (hh : ħ ≠ 0) (hm : m ≠ 0) (hL : 0 < L) :
    HasSum (fun n : ℕ => oscillatorStrength ħ m L (n + 1)) 1 := by
  have hodd : HasSum (fun k : ℕ => oscillatorStrength ħ m L (2 * k + 1)) 0 := by
    have h : ∀ k : ℕ, oscillatorStrength ħ m L (2 * k + 1) = 0 := fun k => by
      rw [oscillatorStrength_eq hh hm hL, if_neg (Nat.not_even_iff_odd.mpr ⟨k, rfl⟩)]
    simp only [h]
    exact hasSum_zero
  have heven : HasSum (fun k : ℕ => oscillatorStrength ħ m L (2 * k + 1 + 1)) 1 := by
    have h : ∀ k : ℕ, oscillatorStrength ħ m L (2 * k + 1 + 1) = 64 / π ^ 2 *
        ((2 * (k : ℝ) + 2) ^ 2 / ((2 * (k : ℝ) + 2) ^ 2 - 1) ^ 3) := fun k => by
      have hk : ((2 * k + 1 + 1 : ℕ) : ℝ) = 2 * k + 2 := by push_cast; ring
      rw [oscillatorStrength_eq hh hm hL, if_pos ⟨k + 1, by ring⟩, hk, div_mul_div_comm]
    simp only [h]
    have hv : 64 / π ^ 2 * (π ^ 2 / 64) = 1 := by
      have hp := Real.pi_ne_zero
      field_simp
    have hs := hasSum_even_levels.mul_left (64 / π ^ 2)
    rw [hv] at hs
    exact hs
  have h := HasSum.even_add_odd (f := fun n : ℕ => oscillatorStrength ħ m L (n + 1)) hodd heven
  rw [zero_add] at h
  exact h

/-- The transition from the ground state to level 2 has oscillator strength above 0.96. -/
theorem first_transition_dominates {ħ m L : ℝ} (hh : ħ ≠ 0) (hm : m ≠ 0) (hL : 0 < L) :
    0.96 < oscillatorStrength ħ m L 2 := by
  have h2 : oscillatorStrength ħ m L 2 = 256 / (27 * π ^ 2) := by
    rw [oscillatorStrength_eq hh hm hL, if_pos even_two]
    push_cast
    ring
  have hpi : π ^ 2 < 3.1416 ^ 2 :=
    pow_lt_pow_left₀ Real.pi_lt_d4 Real.pi_pos.le two_ne_zero
  rw [h2, lt_div_iff₀ (by positivity)]
  norm_num at hpi ⊢
  linarith

/-- The oscillator strengths to all levels from 3 upwards sum to one minus that of level 2,
which is less than 0.04. -/
theorem higher_transitions {ħ m L : ℝ} (hh : ħ ≠ 0) (hm : m ≠ 0) (hL : 0 < L) :
    HasSum (fun n : ℕ => oscillatorStrength ħ m L (n + 3)) (1 - oscillatorStrength ħ m L 2) ∧
      1 - oscillatorStrength ħ m L 2 < 0.04 := by
  constructor
  · have h1 : oscillatorStrength ħ m L 1 = 0 := by simp [oscillatorStrength]
    have h := (hasSum_nat_add_iff' (f := fun n : ℕ => oscillatorStrength ħ m L (n + 1)) 2).mpr
      (thomas_reiche_kuhn hh hm hL)
    simp only [Finset.sum_range_succ, Finset.sum_range_zero, zero_add, h1] at h
    exact h
  · have h := first_transition_dominates hh hm hL
    norm_num at h ⊢
    linarith

end

end BoxSumRule
```

```lean
#print axioms BoxSumRule.oscillatorStrength_eq
#print axioms BoxSumRule.higher_transitions
```

```
'BoxSumRule.oscillatorStrength_eq' depends on axioms: [propext, Classical.choice, Quot.sound]
'BoxSumRule.higher_transitions' depends on axioms: [propext, Classical.choice, Quot.sound]
```

## How the proof follows the derivation

**The integral.** `integral_x_cos` supplies the antiderivative $x\sin(cx)/c+\cos(cx)/c^2$, checks its derivative, and applies the fundamental theorem of calculus. In `dipole_eq`, the step `e` is the product formula for sines, with $\sqrt{2/L}\cdot\sqrt{2/L}=2/L$ entering through `linear_combination`. After the boundary values are inserted, `generalize` replaces $(-1)^n$ by a variable `s`: the remaining identity holds whatever the sign, and `field_simp` and `ring` prove it.

**The strengths.** `oscillatorStrength_eq` treats $n=1$ separately, where the energy difference vanishes. For all other levels it inserts the dipole formula and splits on parity.

**The series.** `partial_fractions` verifies the decomposition by clearing denominators; `telescoping` is the function $g$. `hasSum_odd_inverse_squares` starts from Mathlib's `hasSum_zeta_two` and subtracts the even terms. That sum runs over all natural numbers, and its term at zero is harmless because Lean sets $1/0=0$.

In `hasSum_even_levels`, `hp` is the identity for partial sums displayed above, and `t0` together with the continuity of $g$ gives the limit of the boundary term. The terms are nonnegative, so convergence of the partial sums is enough for `HasSum`; this is the role of `hasSum_iff_tendsto_nat_of_nonneg`.

**The three results.** `thomas_reiche_kuhn` joins the two parities with `HasSum.even_add_odd`. Because of the shift by one, even summation indices correspond to odd levels, which contribute 0, and odd indices to even levels, which contribute 1. `first_transition_dominates` uses Mathlib's bound `Real.pi_lt_d4`. `higher_transitions` removes the first two terms of the full series with `hasSum_nat_add_iff'`.

## Checking a truncated spectrum

A program that computes excitation energies and dipole elements can add up the oscillator strengths as it goes and compare the total with the sum rule. For the box, the running total is about 0.9607 after level 2, 0.9914 after level 4 and 0.9969 after level 6. No term is negative when the initial state is the ground state, so with exact energies and dipole elements the total approaches 1 from below, and the shortfall is the strength of the omitted levels. With approximate ones, a deviation from 1 may also come from errors in the computed quantities. A running total well above 1 in this model therefore points to such an error, for instance a wrong normalisation or a missing factor in the dipole integral.
